# Reversing an integer reflection index conjugates its plane wave at real coordinates

For an integer reflection index h and real fractional coordinates x, the plane wave is exp(2πi h·x), where h·x is a sum over a finite set of components. The lemma states that replacing h by −h turns this wave into its complex conjugate, at every x. It concerns a single wave of unit modulus, with no atoms or scattering factors. The attempt first shows that h·x changes sign with h, then moves the conjugation inside the exponential. That leaves the two exponents to be compared, a task it gives to `simp`.

As first written in Lean, the proof fails:

```lean
import Mathlib

open scoped ComplexConjugate

namespace FriedelLaw

noncomputable section

variable {ι α : Type*} [Fintype ι] [Fintype α]

/-- The product h·x of an integer reflection index with fractional coordinates. -/
def hdot (h : ι → ℤ) (x : ι → ℝ) : ℝ := ∑ k, (h k : ℝ) * x k

/-- The plane wave exp(2πi h·x). -/
def wave (h : ι → ℤ) (x : ι → ℝ) : ℂ :=
  Complex.exp (2 * Real.pi * Complex.I * (hdot h x : ℂ))

/-- Reversing the reflection index conjugates the plane wave. -/
theorem wave_neg (h : ι → ℤ) (x : ι → ℝ) : wave (-h) x = conj (wave h x) := by
  have hd : hdot (-h) x = -hdot h x := by simp [hdot]
  rw [wave, wave, ← Complex.exp_conj, hd]
  congr 1
  simp

end

end FriedelLaw
```

The error:

```
Main.lean:19:76: error: unsolved goals
ι : Type u_1
inst✝ : Fintype ι
h : ι → ℤ
x : ι → ℝ
hd : hdot (-h) x = -hdot h x
⊢ 2 = (starRingEnd ℂ) 2 ∨ hdot h x = 0
```

As a diff, the version that Lean accepts:

```diff
@@ -20,6 +20,8 @@
   have hd : hdot (-h) x = -hdot h x := by simp [hdot]
   rw [wave, wave, ← Complex.exp_conj, hd]
+  have h2 : conj (2 : ℂ) = 2 := Complex.conj_eq_iff_im.2 (by norm_num)
   congr 1
-  simp
+  simp only [map_mul, h2, Complex.conj_ofReal, Complex.conj_I, Complex.ofReal_neg]
+  ring
 
 end
```

What went wrong. The error reports a goal left open at the end of the proof: `2 = (starRingEnd ℂ) 2 ∨ hdot h x = 0`. Here `starRingEnd ℂ` is complex conjugation. `simp` had reduced the equality of exponents by cancelling common factors, and since a factor can be cancelled only if it is nonzero, the case `hdot h x = 0` appeared as an alternative. The first alternative is true, because 2 is real, but `simp` did not rewrite the conjugate of 2 to 2, and so could not finish.

The repair proves the missing fact as `h2`, using `Complex.conj_eq_iff_im`: a complex number equals its conjugate exactly when its imaginary part is zero. The new `simp only` carries conjugation through the product and uses `h2` for the factor 2. Its listed lemmas do no cancelling, so no alternative arises. The two sides then differ only in where the minus sign stands, on `hdot h x` or on `Complex.I`, and `ring` closes that gap.
